# With positive orbital gaps and positive curvature in every pair, BFGS keeps an orbital-gap preconditioner positive definite and satisfies each new secant equation

Q: Suppose my SCF code takes the orbital step −Hg, where g is the energy gradient and H an approximate inverse Hessian. To first order the energy changes by −⟨g,Hg⟩. If an update has given H a negative direction and g lies along it, the step goes uphill. What rules that out?

A: Positive definiteness of H, which BFGS preserves under one condition on the data. Let s be a step in the orbital rotation parameters and y the change in gradient along it. Assume ⟨s,y⟩ > 0, and set

ρ = 1/⟨s,y⟩, V = 1 − ρ y sᵀ, H' = VᵀHV + ρ s sᵀ.

Since Vx = x − ρ⟨s,x⟩y, the updated matrix H' acts on a vector x as

H'x = VᵀHVx + ρ⟨s,x⟩s.

Taking the inner product with x and moving Vᵀ to the other side gives

⟨x,H'x⟩ = ⟨Vx,HVx⟩ + ρ⟨s,x⟩².

Let H be positive definite and x ≠ 0. If ⟨s,x⟩ = 0, then Vx = x and the first term is ⟨x,Hx⟩ > 0. If ⟨s,x⟩ ≠ 0, the second term is positive and the first is at least zero. H' is also symmetric, because H and s sᵀ are.

Q: And does H' know anything about the curvature just measured?

A: Yes, through the secant equation. Put x = y:

Vy = y − ρ⟨s,y⟩y = 0, so H'y = ρ⟨s,y⟩s = s.

This also shows that the condition is needed. For ⟨s,y⟩ ≠ 0 the vector y is nonzero, and ⟨y,H'y⟩ = ⟨y,s⟩. Negative curvature in the pair therefore produces a negative direction in H'.

Q: The argument needs a positive definite start. Where does that come from?

A: From the orbital energies e_i (occupied) and e_a (virtual). The starting matrix H_0 is diagonal, and

⟨x,H_0 x⟩ = Σ_(i,a) x_(ia)² / (4(e_a − e_i)).

With positive gaps every weight is positive, so the sum is positive for x ≠ 0. Let H_k be the matrix after updates with the first k stored pairs (s_j,y_j), oldest first. If each of these pairs has ⟨s_j,y_j⟩ > 0, induction carries positivity from H_0 to H_k.

Q: Why the 4?

A: It stands for a closed shell with the Fock operator held fixed. Rotating a doubly occupied orbital i by an angle θ towards a gives the orbital-energy sum 2(e_i cos²θ + e_a sin²θ), whose second derivative at θ = 0 is 4(e_a − e_i). The response of the Fock operator is neglected, so H_0 is only an approximation to the inverse Hessian.

Q: Now show me that the Lean definitions say the same thing.

A: The index type `n` is any finite set of parameters; `o` and `v` label occupied and virtual orbitals.

```lean
import Mathlib

open Matrix

namespace OrbitalBFGS

noncomputable section

variable {n o v : Type*} [Fintype n] [DecidableEq n]
  [Fintype o] [DecidableEq o] [Fintype v] [DecidableEq v]
```

The matrix V is `curvatureFilter s y`, with `⬝ᵥ` for the real inner product and `vecMulVec y s` for y sᵀ.

```lean
/-- The matrix `V = 1 - ρ y sᵀ` with `ρ = 1/⟨s,y⟩`, for a step `s` and a gradient change `y`. -/
def curvatureFilter (s y : n → ℝ) : Matrix n n ℝ :=
  1 - (1 / (s ⬝ᵥ y)) • vecMulVec y s
```

The update has the same form as above.

```lean
/-- The BFGS update `Vᵀ H V + ρ s sᵀ` of an approximate inverse Hessian `H`. -/
def bfgsUpdate (H : Matrix n n ℝ) (s y : n → ℝ) : Matrix n n ℝ :=
  (curvatureFilter s y)ᵀ * H * curvatureFilter s y + (1 / (s ⬝ᵥ y)) • vecMulVec s s
```

The history is numbered from zero, oldest pair first, so `inverseHessian H₀ s y k` has absorbed the pairs 0 to k − 1.

```lean
/-- The approximate inverse Hessian after the first `k` pairs of the history are absorbed. -/
def inverseHessian (H₀ : Matrix n n ℝ) (s y : ℕ → n → ℝ) : ℕ → Matrix n n ℝ
  | 0 => H₀
  | k + 1 => bfgsUpdate (inverseHessian H₀ s y k) (s k) (y k)
```

A rotation parameter is a pair `p : o × v`, with `p.1` occupied and `p.2` virtual.

```lean
/-- The diagonal starting matrix `1/(4(e_a - e_i))` on occupied-virtual orbital rotations. -/
def orbitalPreconditioner (eocc : o → ℝ) (evirt : v → ℝ) : Matrix (o × v) (o × v) ℝ :=
  Matrix.diagonal fun p => 1 / (4 * (evirt p.2 - eocc p.1))
```

Q: I see no Fock matrix and no energy functional. Is this still SCF?

A: It is the linear algebra of the SCF optimiser. The orbital energies are given real numbers, and the steps and gradient changes are given real vectors, all in one fixed coordinate system. How a program that redefines its rotation parameters around new orbitals at each iteration relates the stored vectors of different iterations is not modelled. The Lean code works with the matrix H_k itself; the two-loop recursion, by which L-BFGS applies that matrix without storing it, is not treated.

Q: Then how does the proof begin?

A: With the action of a rank-one matrix, and with a translation of Mathlib's `PosDef` for real matrices into symmetry plus a positive quadratic form.

```lean
omit [DecidableEq n] in
/-- A scaled rank-one matrix `c u wᵀ` sends `x` to `c ⟨w,x⟩ u`. -/
theorem smul_rankOne_mulVec (c : ℝ) (u w x : n → ℝ) :
    (c • vecMulVec u w) *ᵥ x = (c * (w ⬝ᵥ x)) • u := by
  ext i
  simp only [Matrix.mulVec, dotProduct, Matrix.smul_apply, Matrix.vecMulVec_apply,
    Pi.smul_apply, smul_eq_mul, Finset.mul_sum, Finset.sum_mul]
  apply Finset.sum_congr rfl
  intro j _
  ring

omit [DecidableEq n] in
/-- A real matrix is positive definite exactly when it is symmetric and its quadratic form is
positive on nonzero vectors. -/
theorem posDef_iff_real (H : Matrix n n ℝ) :
    H.PosDef ↔ Hᵀ = H ∧ ∀ x : n → ℝ, x ≠ 0 → 0 < x ⬝ᵥ H *ᵥ x := by
  simp only [Matrix.posDef_iff_dotProduct_mulVec, Matrix.IsHermitian,
    Matrix.conjTranspose_eq_transpose_of_trivial, star_trivial]
```

The next two lemmas are the formulas for H'x and ⟨x,H'x⟩. In the second, `Matrix.dotProduct_mulVec` and `Matrix.vecMul_transpose` move Vᵀ across the inner product.

```lean
/-- The updated matrix acts on `x` as `Vᵀ H V x + ρ ⟨s,x⟩ s`. -/
theorem bfgsUpdate_mulVec (H : Matrix n n ℝ) (s y x : n → ℝ) :
    bfgsUpdate H s y *ᵥ x =
      (curvatureFilter s y)ᵀ *ᵥ (H *ᵥ (curvatureFilter s y *ᵥ x))
        + (1 / (s ⬝ᵥ y) * (s ⬝ᵥ x)) • s := by
  rw [bfgsUpdate, Matrix.add_mulVec, smul_rankOne_mulVec, ← Matrix.mulVec_mulVec,
    ← Matrix.mulVec_mulVec]

/-- The quadratic form of the updated matrix is `⟨Vx, H V x⟩ + ρ ⟨s,x⟩²`. -/
theorem bfgsUpdate_quadratic (H : Matrix n n ℝ) (s y x : n → ℝ) :
    x ⬝ᵥ bfgsUpdate H s y *ᵥ x =
      (curvatureFilter s y *ᵥ x) ⬝ᵥ H *ᵥ (curvatureFilter s y *ᵥ x)
        + 1 / (s ⬝ᵥ y) * (s ⬝ᵥ x) ^ 2 := by
  rw [bfgsUpdate_mulVec, dotProduct_add, Matrix.dotProduct_mulVec x,
    Matrix.vecMul_transpose, dotProduct_smul, smul_eq_mul, dotProduct_comm x s]
  ring
```

The secant equation follows by proving Vy = 0 and substituting. It needs only ⟨s,y⟩ ≠ 0, and nothing about H.

```lean
/-- Secant equation: if `⟨s,y⟩ ≠ 0`, the updated matrix maps the gradient change `y` to the step
`s`. -/
theorem bfgsUpdate_secant (H : Matrix n n ℝ) (s y : n → ℝ) (h : s ⬝ᵥ y ≠ 0) :
    bfgsUpdate H s y *ᵥ y = s := by
  -- the filter removes `y` completely
  have hV : curvatureFilter s y *ᵥ y = 0 := by
    rw [curvatureFilter, Matrix.sub_mulVec, Matrix.one_mulVec, smul_rankOne_mulVec,
      one_div_mul_cancel h, one_smul, sub_self]
  rw [bfgsUpdate_mulVec, hV, Matrix.mulVec_zero, Matrix.mulVec_zero, zero_add,
    one_div_mul_cancel h, one_smul]
```

Q: Does the positivity lemma keep both directions of your argument?

A: It does: for positive definite H and ⟨s,y⟩ ≠ 0, the update is positive definite if and only if ⟨s,y⟩ > 0. The forward direction tests the form on y. The reverse direction proves symmetry and then splits on `s ⬝ᵥ x = 0`, as we did. The nonzero hypothesis matters because Lean sets 1/0 = 0: at zero curvature the update would return H unchanged, still positive definite, and the equivalence would fail.

```lean
/-- If `⟨s,y⟩ ≠ 0`, the update of a positive definite matrix is positive definite if and only if the
measured curvature `⟨s,y⟩` is positive. -/
theorem bfgsUpdate_posDef_iff (H : Matrix n n ℝ) (s y : n → ℝ) (hH : H.PosDef)
    (h : s ⬝ᵥ y ≠ 0) : (bfgsUpdate H s y).PosDef ↔ 0 < s ⬝ᵥ y := by
  rw [posDef_iff_real] at hH ⊢
  obtain ⟨hsym, hpos⟩ := hH
  constructor
  · -- test the quadratic form on `y` and use the secant equation
    rintro ⟨_, hp⟩
    have hy : y ≠ 0 := by
      rintro rfl
      exact h (dotProduct_zero s)
    have h1 := hp y hy
    rwa [bfgsUpdate_secant H s y h, dotProduct_comm] at h1
  · intro hc
    refine ⟨?_, fun x hx => ?_⟩
    · have ht : (vecMulVec s s)ᵀ = vecMulVec s s := by
        ext i j
        simp only [Matrix.transpose_apply, Matrix.vecMulVec_apply]
        exact mul_comm _ _
      simp only [bfgsUpdate, Matrix.transpose_add, Matrix.transpose_mul,
        Matrix.transpose_transpose, Matrix.transpose_smul, hsym, ht, Matrix.mul_assoc]
    · rw [bfgsUpdate_quadratic]
      by_cases hs : s ⬝ᵥ x = 0
      · -- orthogonal to the step: the filter leaves `x` alone
        have hV : curvatureFilter s y *ᵥ x = x := by
          rw [curvatureFilter, Matrix.sub_mulVec, Matrix.one_mulVec, smul_rankOne_mulVec,
            hs, mul_zero, zero_smul, sub_zero]
        rw [hV, hs]
        have := hpos x hx
        simpa using this
      · -- otherwise the rank-one term is strictly positive
        have h2 : 0 < 1 / (s ⬝ᵥ y) * (s ⬝ᵥ x) ^ 2 := by positivity
        have h1 : 0 ≤ (curvatureFilter s y *ᵥ x) ⬝ᵥ H *ᵥ (curvatureFilter s y *ᵥ x) := by
          by_cases hw : curvatureFilter s y *ᵥ x = 0
          · rw [hw, zero_dotProduct]
          · exact (hpos _ hw).le
        linarith
```

Q: What exactly does the main theorem assume about my molecule?

A: `gap` says that every occupied level lies below every virtual level. `curv` says that each of the first k pairs has positive curvature, meaning that the slope of the energy along the step is larger at its end than at its start. This is assumed and not derived from an SCF iteration; a program can check the sign and discard a pair that fails.

The conclusion has two parts: H_j is positive definite for every j ≤ k, and H_(j+1) y_j = s_j for every j < k. The second part is the secant lemma applied to each pair. The first is the induction: the `zero` case rewrites the quadratic form as the weighted sum of squares, and the `succ` case applies the equivalence.

```lean
/-- With positive orbital gaps and positive curvature in all `k` stored pairs, every inverse
Hessian up to `H_k` is positive definite, and `H_(j+1) y_j = s_j` for each pair. -/
theorem orbital_bfgs_posDef_and_secant (eocc : o → ℝ) (evirt : v → ℝ)
    (gap : ∀ i a, eocc i < evirt a) (s y : ℕ → o × v → ℝ) (k : ℕ)
    (curv : ∀ j < k, 0 < s j ⬝ᵥ y j) :
    (∀ j ≤ k, (inverseHessian (orbitalPreconditioner eocc evirt) s y j).PosDef) ∧
      ∀ j < k, inverseHessian (orbitalPreconditioner eocc evirt) s y (j + 1) *ᵥ y j = s j := by
  refine ⟨fun j => ?_, fun j hj => bfgsUpdate_secant _ _ _ (curv j hj).ne'⟩
  induction j with
  | zero =>
    intro _
    change (orbitalPreconditioner eocc evirt).PosDef
    rw [posDef_iff_real]
    refine ⟨Matrix.diagonal_transpose _, fun x hx => ?_⟩
    have hd : ∀ p : o × v, 0 < 1 / (4 * (evirt p.2 - eocc p.1)) := fun p => by
      have := sub_pos.mpr (gap p.1 p.2)
      positivity
    obtain ⟨p, hp⟩ := Function.ne_iff.mp hx
    have hp' : x p ≠ 0 := hp
    -- the quadratic form is a sum of squares weighted by inverse gaps
    have hsum : x ⬝ᵥ orbitalPreconditioner eocc evirt *ᵥ x =
        ∑ q, 1 / (4 * (evirt q.2 - eocc q.1)) * x q ^ 2 := by
      simp only [orbitalPreconditioner, dotProduct, Matrix.mulVec_diagonal]
      apply Finset.sum_congr rfl
      intro q _
      ring
    rw [hsum]
    exact Finset.sum_pos' (fun q _ => mul_nonneg (hd q).le (sq_nonneg _))
      ⟨p, Finset.mem_univ p, mul_pos (hd p) (by positivity)⟩
  | succ j ih =>
    intro hj
    have hc := curv j (by omega)
    exact (bfgsUpdate_posDef_iff _ _ _ (ih (by omega)) hc.ne').mpr hc
```

For quasi-Newton orbital optimisation in this finite, fixed-coordinate model, −H_k g is therefore a descent direction whenever g ≠ 0.

Q: The secant equation holds for y_j just after its own update. Does H_k still satisfy it after later ones?

A: In general a later update can spoil it. It survives if distinct pairs are conjugate, ⟨s_i,y_j⟩ = 0 for i ≠ j. Take i < k, suppose H_k y_i = s_i, and let V_k and ρ_k belong to the pair (s_k,y_k). Then

V_k y_i = y_i − ρ_k⟨s_k,y_i⟩y_k = y_i,

V_kᵀ s_i = s_i − ρ_k⟨y_k,s_i⟩s_k = s_i,

H_(k+1) y_i = V_kᵀ H_k V_k y_i + ρ_k⟨s_k,y_i⟩s_k = s_i.

The Lean proof is an induction on k. The newest pair uses the secant lemma, and each older pair uses these three lines, named `hV`, `hVt` and the final `rw`. The curvatures need only be nonzero here.

```lean
/-- If each stored pair has `⟨s_j,y_j⟩ ≠ 0` and distinct pairs satisfy `⟨s_i,y_j⟩ = 0`, the matrix
`H_k` obeys the secant equations of all `k` stored pairs at once. -/
theorem all_secants_of_conjugate (H₀ : Matrix n n ℝ) (s y : ℕ → n → ℝ) (k : ℕ)
    (curv : ∀ j < k, s j ⬝ᵥ y j ≠ 0)
    (conj : ∀ i < k, ∀ j < k, i ≠ j → s i ⬝ᵥ y j = 0) :
    ∀ i < k, inverseHessian H₀ s y k *ᵥ y i = s i := by
  induction k with
  | zero => intro i hi; omega
  | succ k ih =>
    intro i hi
    change bfgsUpdate (inverseHessian H₀ s y k) (s k) (y k) *ᵥ y i = s i
    by_cases hik : i = k
    · subst hik
      exact bfgsUpdate_secant _ _ _ (curv i hi)
    · have hold := ih (fun j hj => curv j (by omega))
        (fun a ha b hb => conj a (by omega) b (by omega)) i (by omega)
      have h1 : s k ⬝ᵥ y i = 0 := conj k (by omega) i hi (Ne.symm hik)
      have h2 : y k ⬝ᵥ s i = 0 := by
        rw [dotProduct_comm]
        exact conj i hi k (by omega) hik
      -- conjugacy makes the new update invisible to the old pair
      have hV : curvatureFilter (s k) (y k) *ᵥ y i = y i := by
        rw [curvatureFilter, Matrix.sub_mulVec, Matrix.one_mulVec, smul_rankOne_mulVec,
          h1, mul_zero, zero_smul, sub_zero]
      have ht : (vecMulVec (y k) (s k))ᵀ = vecMulVec (s k) (y k) := by
        ext a b
        simp only [Matrix.transpose_apply, Matrix.vecMulVec_apply]
        exact mul_comm _ _
      have hVt : (curvatureFilter (s k) (y k))ᵀ *ᵥ s i = s i := by
        rw [curvatureFilter, Matrix.transpose_sub, Matrix.transpose_one,
          Matrix.transpose_smul, ht, Matrix.sub_mulVec, Matrix.one_mulVec,
          smul_rankOne_mulVec, h2, mul_zero, zero_smul, sub_zero]
      rw [bfgsUpdate_mulVec, hV, hold, hVt, h1, mul_zero, zero_smul, add_zero]
```

Q: What does that buy me on a quadratic energy surface?

A: There the gradient change is y_j = A s_j, with A the constant Hessian. If the steps are conjugate and every curvature ⟨s_j,A s_j⟩ is nonzero, the previous result gives

H_k A s_j = s_j for every j < k.

If they also span the space, H_k A is the identity, and H_k is the exact inverse Hessian for any H_0. In Lean, `LinearMap.ext_on` supplies the step from a spanning set to the whole space. A real SCF energy is not quadratic in the rotations, and the theorem takes conjugacy as a hypothesis; it does not show that an optimiser generates such steps.

```lean
/-- For gradient changes `y_j = A s_j` and `A`-conjugate steps that have nonzero curvatures `⟨s_j,A
s_j⟩` and span the space, the matrix `H_k` is the exact inverse of the Hessian `A`, whatever the
starting matrix. -/
theorem exact_inverse_of_conjugate_steps (H₀ A : Matrix n n ℝ) (s : ℕ → n → ℝ) (k : ℕ)
    (curv : ∀ j < k, s j ⬝ᵥ A *ᵥ s j ≠ 0)
    (conj : ∀ i < k, ∀ j < k, i ≠ j → s i ⬝ᵥ A *ᵥ s j = 0)
    (span : Submodule.span ℝ (s '' {j | j < k}) = ⊤) :
    inverseHessian H₀ s (fun j => A *ᵥ s j) k * A = 1 := by
  apply Matrix.toLin'.injective
  -- two linear maps that agree on a spanning set are equal
  apply LinearMap.ext_on span
  rintro _ ⟨j, hj, rfl⟩
  rw [Matrix.toLin'_apply, Matrix.toLin'_apply, Matrix.one_mulVec, ← Matrix.mulVec_mulVec]
  exact all_secants_of_conjugate H₀ s (fun j => A *ᵥ s j) k curv conj j hj
```

Q: Can you give me a case where A is not diagonal?

A: Take A = [[2,1],[1,2]], s_0 = (1,0) and s_1 = (1,−2). Then A s_0 = (2,1) and A s_1 = (0,−3). The curvatures are 2 and 6, and both cross products ⟨s_0,A s_1⟩ and ⟨s_1,A s_0⟩ vanish. Any x = (x_0,x_1) can be written as

x = (x_0 + x_1/2) s_0 − (x_1/2) s_1,

so the steps span the plane. The last theorem checks these three conditions, by evaluating the finitely many products and by using this decomposition. They are the hypotheses of the preceding theorem at k = 2.

```lean
/-- The Hessian `[[2,1],[1,2]]` with steps `(1,0)` and `(1,-2)` has nonzero curvatures, conjugate
steps and a full span. -/
theorem exact_inverse_of_conjugate_steps_witness :
    let A : Matrix (Fin 2) (Fin 2) ℝ := !![2, 1; 1, 2]
    let s : ℕ → Fin 2 → ℝ := fun j => if j = 0 then ![1, 0] else ![1, -2]
    (∀ j < 2, s j ⬝ᵥ A *ᵥ s j ≠ 0) ∧
      (∀ i < 2, ∀ j < 2, i ≠ j → s i ⬝ᵥ A *ᵥ s j = 0) ∧
      Submodule.span ℝ (s '' {j | j < 2}) = ⊤ := by
  intro A s
  refine ⟨?_, ?_, ?_⟩
  · intro j hj
    interval_cases j <;> norm_num [A, s, Matrix.mulVec, dotProduct, Fin.sum_univ_two]
  · intro i hi j hj hij
    interval_cases i <;> interval_cases j <;>
      first
      | exact absurd rfl hij
      | norm_num [A, s, Matrix.mulVec, dotProduct, Fin.sum_univ_two]
  · rw [eq_top_iff]
    intro x _
    have h0 : s 0 ∈ Submodule.span ℝ (s '' {j | j < 2}) :=
      Submodule.subset_span ⟨0, by simp, rfl⟩
    have h1 : s 1 ∈ Submodule.span ℝ (s '' {j | j < 2}) :=
      Submodule.subset_span ⟨1, by simp, rfl⟩
    have hx : x = (x 0 + x 1 / 2) • s 0 + (-(x 1) / 2) • s 1 := by
      ext i
      fin_cases i <;> simp [s]
      ring
    rw [hx]
    exact Submodule.add_mem _ (Submodule.smul_mem _ _ h0) (Submodule.smul_mem _ _ h1)

end

end OrbitalBFGS
```

```lean
#print axioms OrbitalBFGS.orbital_bfgs_posDef_and_secant
-- 'OrbitalBFGS.orbital_bfgs_posDef_and_secant' depends on axioms: [propext, Classical.choice, Quot.sound]
#print axioms OrbitalBFGS.exact_inverse_of_conjugate_steps
-- 'OrbitalBFGS.exact_inverse_of_conjugate_steps' depends on axioms: [propext, Classical.choice, Quot.sound]
```
